# The iso-orbital indicator of two same-spin fermions in the lowest orbitals of a one-dimensional harmonic oscillator is 6 exp(2x²)/(π(1 + 2x²)⁴)

The theorem `indicator_eq` concerns the two lowest orbitals of a one-dimensional harmonic oscillator, φ₀ = π^(-1/4) exp(-x²/2) and φ₁ = √2 x φ₀, in oscillator units and with each orbital counted once in the density n. The indicator is the kinetic energy density minus its von Weizsäcker part n'²/(8n), divided by π²n³/6, and the theorem says that at every real x it equals 6 exp(2x²)/(π(1 + 2x²)⁴). The proof writes the excess as the squared Wronskian of the orbitals over 2n, puts in the derivatives and the density n = (1 + 2x²)φ₀², and clears the denominators. What is left should follow from `hpp`, which says that φ₀⁴ π exp(2x²) = 1.

The first attempt, which Lean rejects:

```lean
import Mathlib

open MeasureTheory
open scoped Real

namespace IndicatorEq

noncomputable section

/-- The density `n = f² + g²` of two real orbitals. -/
def density (f g : ℝ → ℝ) (x : ℝ) : ℝ := f x ^ 2 + g x ^ 2

/-- The kinetic energy density `τ = (f'² + g'²)/2` of two real differentiable orbitals. -/
def tau (f g : ℝ → ℝ) (x : ℝ) : ℝ := (deriv f x ^ 2 + deriv g x ^ 2) / 2

/-- The excess `τ - n'²/(8n)` over the von Weizsäcker kinetic energy density,
meant for points where `n ≠ 0`. -/
def excess (f g : ℝ → ℝ) (x : ℝ) : ℝ :=
  tau f g x - deriv (density f g) x ^ 2 / (8 * density f g x)

/-- The iso-orbital indicator: the excess divided by `π² n³/6`,
meant for points where `n ≠ 0`. -/
def indicator (f g : ℝ → ℝ) (x : ℝ) : ℝ :=
  excess f g x / (π ^ 2 * density f g x ^ 3 / 6)

/-- The Gaussian orbital `π^(-1/4) exp(-x²/2)`. -/
def phi0 (x : ℝ) : ℝ := (√(√π))⁻¹ * Real.exp (-x ^ 2 / 2)

/-- The orbital `√2 x φ₀(x)`, with one node. -/
def phi1 (x : ℝ) : ℝ := √2 * x * phi0 x

/-- The Gaussian orbital has derivative `-x φ₀`. -/
theorem hasDerivAt_phi0 (x : ℝ) : HasDerivAt phi0 (-x * phi0 x) x := by
  have h2 : HasDerivAt (fun y : ℝ => y ^ 2) (2 * x) x := by
    simpa using hasDerivAt_pow 2 x
  exact ((h2.fun_neg.div_const 2).exp.const_mul (√(√π))⁻¹).congr_deriv (by
    simp only [phi0]
    ring)

/-- The orbital with one node has derivative `√2 (1 - x²) φ₀`. -/
theorem hasDerivAt_phi1 (x : ℝ) : HasDerivAt phi1 (√2 * (1 - x ^ 2) * phi0 x) x :=
  (((hasDerivAt_id' x).const_mul √2).fun_mul (hasDerivAt_phi0 x)).congr_deriv (by ring)

/-- The square of the Gaussian orbital is `exp(-x²)/√π`. -/
theorem phi0_sq (x : ℝ) : phi0 x ^ 2 = Real.exp (-x ^ 2) / √π := by
  have he : Real.exp (-x ^ 2 / 2) ^ 2 = Real.exp (-x ^ 2) := by
    rw [← Real.exp_nat_mul]
    congr 1
    push_cast
    ring
  rw [phi0, mul_pow, inv_pow, Real.sq_sqrt (Real.sqrt_nonneg π), he]
  ring

/-- For two real orbitals differentiable at a point of nonzero density, the excess is the
squared Wronskian divided by `2n`. -/
theorem excess_eq_wronskian {f g : ℝ → ℝ} {x : ℝ} (hf : DifferentiableAt ℝ f x)
    (hg : DifferentiableAt ℝ g x) (hn : density f g x ≠ 0) :
    excess f g x = (f x * deriv g x - g x * deriv f x) ^ 2 / (2 * density f g x) := by
  have h : HasDerivAt (density f g) (2 * (f x * deriv f x + g x * deriv g x)) x :=
    ((hf.hasDerivAt.fun_pow 2).fun_add (hg.hasDerivAt.fun_pow 2)).congr_deriv (by
      push_cast
      ring)
  rw [excess, tau, h.deriv]
  field_simp
  simp only [density]
  ring

/-- The indicator of the two oscillator orbitals is `6 exp(2x²) / (π (1 + 2x²)⁴)`. -/
theorem indicator_eq (x : ℝ) :
    indicator phi0 phi1 x = 6 * Real.exp (2 * x ^ 2) / (π * (1 + 2 * x ^ 2) ^ 4) := by
  have hp : 0 < phi0 x := by
    have := Real.pi_pos
    unfold phi0
    positivity
  have h2 : √2 ^ 2 = (2 : ℝ) := Real.sq_sqrt (by norm_num)
  have hd : density phi0 phi1 x = (1 + 2 * x ^ 2) * phi0 x ^ 2 := by
    simp only [density, phi1]
    linear_combination (x ^ 2 * phi0 x ^ 2) * h2
  have hW : (phi0 x * (√2 * (1 - x ^ 2) * phi0 x) - phi1 x * (-x * phi0 x)) ^ 2
      = 2 * (phi0 x ^ 2) ^ 2 := by
    simp only [phi1]
    linear_combination (phi0 x ^ 4) * h2
  have he : Real.exp (-x ^ 2) ^ 2 * Real.exp (2 * x ^ 2) = 1 := by
    rw [← Real.exp_nat_mul, ← Real.exp_add, Real.exp_eq_one_iff]
    push_cast
    ring
  have hpp : (phi0 x ^ 2) ^ 2 * π * Real.exp (2 * x ^ 2) = 1 := by
    rw [phi0_sq, div_pow, Real.sq_sqrt Real.pi_pos.le, div_mul_cancel₀ _ Real.pi_ne_zero, he]
  have hn : density phi0 phi1 x ≠ 0 := by
    rw [hd]
    positivity
  rw [indicator, excess_eq_wronskian (hasDerivAt_phi0 x).differentiableAt
    (hasDerivAt_phi1 x).differentiableAt hn, (hasDerivAt_phi0 x).deriv,
    (hasDerivAt_phi1 x).deriv, hW, hd, div_div,
    div_eq_div_iff (by positivity) (by positivity)]
  linear_combination (-2 * (1 + 2 * x ^ 2) ^ 4 * phi0 x ^ 2 * π) * hpp

end

end IndicatorEq
```

The error:

```
Main.lean:96:2: error: ring failed, ring expressions not equal
x : ℝ
hp : 0 < phi0 x
h2 : √2 ^ 2 = 2
hd : density phi0 phi1 x = (1 + 2 * x ^ 2) * phi0 x ^ 2
hW : (phi0 x * (√2 * (1 - x ^ 2) * phi0 x) - phi1 x * (-x * phi0 x)) ^ 2 = 2 * (phi0 x ^ 2) ^ 2
he : rexp (-x ^ 2) ^ 2 * rexp (2 * x ^ 2) = 1
hpp : (phi0 x ^ 2) ^ 2 * π * rexp (2 * x ^ 2) = 1
hn : density phi0 phi1 x ≠ 0
⊢ -(phi0 x ^ 2 * π * 2) - phi0 x ^ 2 * π * x ^ 2 * 16 - phi0 x ^ 2 * π * x ^ 4 * 48 - phi0 x ^ 2 * π * x ^ 6 * 64 -
                                    phi0 x ^ 2 * π * x ^ 8 * 32 +
                                  phi0 x ^ 4 * π * 2 +
                                phi0 x ^ 4 * π * x ^ 2 * 16 +
                              phi0 x ^ 4 * π * x ^ 4 * 48 +
                            phi0 x ^ 4 * π * x ^ 6 * 64 +
                          phi0 x ^ 4 * π * x ^ 8 * 32 +
                        phi0 x ^ 6 * π ^ 2 * x ^ 2 * rexp (2 * x ^ 2) * 16 +
                      phi0 x ^ 6 * π ^ 2 * x ^ 4 * rexp (2 * x ^ 2) * 48 +
                    phi0 x ^ 6 * π ^ 2 * x ^ 6 * rexp (2 * x ^ 2) * 64 +
                  phi0 x ^ 6 * π ^ 2 * x ^ 8 * rexp (2 * x ^ 2) * 32 +
                phi0 x ^ 6 * π ^ 2 * rexp (2 * x ^ 2) * 2 -
              phi0 x ^ 8 * π ^ 2 * x ^ 2 * rexp (2 * x ^ 2) * 16 -
            phi0 x ^ 8 * π ^ 2 * x ^ 4 * rexp (2 * x ^ 2) * 48 -
          phi0 x ^ 8 * π ^ 2 * x ^ 6 * rexp (2 * x ^ 2) * 64 -
        phi0 x ^ 8 * π ^ 2 * x ^ 8 * rexp (2 * x ^ 2) * 32 -
      phi0 x ^ 8 * π ^ 2 * rexp (2 * x ^ 2) * 2 =
    0
```

The mended proof, as a diff:

```diff
@@ -94,5 +94,5 @@
     (hasDerivAt_phi1 x).deriv, hW, hd, div_div,
     div_eq_div_iff (by positivity) (by positivity)]
-  linear_combination (-2 * (1 + 2 * x ^ 2) ^ 4 * phi0 x ^ 2 * π) * hpp
+  linear_combination (-2 * (1 + 2 * x ^ 2) ^ 4 * phi0 x ^ 4 * π) * hpp
 
 end
```

Diagnosis. The error comes from the last line, where `linear_combination` subtracts the chosen multiple of `hpp` from the goal and asks `ring` to show that everything cancels. After the denominators are cleared, the goal is equivalent to

2π(1 + 2x²)⁴ φ₀⁴ = 2π²(1 + 2x²)⁴ φ₀⁸ exp(2x²).

The two sides differ by the factor φ₀⁴ π exp(2x²), which `hpp` says is 1, so `hpp` has to be multiplied by -2π(1 + 2x²)⁴ φ₀⁴. The attempt has `phi0 x ^ 2` in place of `phi0 x ^ 4`. The terms it subtracts therefore carry φ₀² and φ₀⁶, while those of the goal carry φ₀⁴ and φ₀⁸, and all four powers are left over in the message. The leftover expression is in fact zero because of `hpp`, but `ring` does not use hypotheses and treats `phi0 x` as an arbitrary quantity, so it cannot see this.

The repair changes the exponent from 2 to 4, and the terms then cancel identically.
